# Projection onto nonzero orthogonal angular tensors is the unique least-squares fit of a Coulomb tensor

**Q.** To fit one interaction by another, you must first say how far apart two interactions are. What distance do you use?

**A.** The Euclidean one. For real orbitals $\phi_a$ and a static screened interaction $W$, the tensor has the elements

$$U_{ac,bd}=\iint \phi_a(r)\phi_c(r)\,W(r,r')\,\phi_b(r')\phi_d(r')\,dr\,dr'.$$

I treat these numbers as the coordinates of a vector, each with equal weight. Another weighting would in general give other parameters. The tensor may come, for instance, from constrained RPA at zero frequency. Nothing about the screening is derived here, and complex tensors are not covered.

**Q.** And the fit itself?

**A.** Let $V$ be the interaction, $A_k$ finitely many nonzero, pairwise orthogonal tensors, and $M(x)=\sum_k x_kA_k$ the model. Orthogonality leaves one term in each overlap:

$$\langle A_j,M(x)\rangle=\sum_k x_k\langle A_j,A_k\rangle=x_j\|A_j\|^2 .$$

Define $c_k=\langle A_k,V\rangle/\|A_k\|^2$. Then

$$\langle V,M(x)\rangle=\sum_k x_kc_k\|A_k\|^2,\qquad \|M(x)\|^2=\sum_k x_k^2\|A_k\|^2 .$$

Insert both into $\|V-M(x)\|^2=\|V\|^2-2\langle V,M(x)\rangle+\|M(x)\|^2$ and use $x_k^2-2x_kc_k=(x_k-c_k)^2-c_k^2$:

$$\|V-M(x)\|^2=\|V\|^2-\sum_k c_k^2\|A_k\|^2+\sum_k(x_k-c_k)^2\|A_k\|^2 .$$

Only the last sum depends on $x$. It is never negative, and since every $\|A_k\|^2$ is positive, it vanishes exactly at $x=c$.

**Q.** Show me that the Lean definitions say the same thing.

**A.** The fit is set in an arbitrary real inner-product space `E`, with a finite index type `ι` for the tensors.

```lean
import Mathlib

open Finset

namespace CoulombTensorFit

noncomputable section

variable {E ι : Type*} [NormedAddCommGroup E] [InnerProductSpace ℝ E] [Fintype ι]
```

The parameters are a function `x : ι → ℝ`, and `model A x` is $M(x)$.

```lean
/-- The model interaction `∑ x_k A_k` built from angular tensors `A_k` with parameters `x_k`. -/
def model (A : ι → E) (x : ι → ℝ) : E := ∑ k, x k • A k
```

The misfit is the squared distance, not the distance.

```lean
/-- The squared norm of the part of the interaction `V` that the model leaves out. -/
def misfit (A : ι → E) (V : E) (x : ι → ℝ) : ℝ := ‖V - model A x‖ ^ 2
```

The coefficients $c_k$ are called `slaterFit`. When the $A_k$ are the angular tensors of the different multipole ranks, these are the fitted Slater parameters, up to factors set by the normalisation of the $A_k$.

```lean
/-- The projection coefficients `⟨A_k, V⟩ / ‖A_k‖²`, meant for nonzero tensors `A_k`. -/
def slaterFit (A : ι → E) (V : E) (k : ι) : ℝ := inner ℝ (A k) V / ‖A k‖ ^ 2
```

**Q.** Where does orthogonality enter the proof?

**A.** First in the overlap formula. `Finset.sum_eq_single j` keeps the term $k=j$, and the hypothesis `orth` removes the others.

```lean
/-- For pairwise orthogonal tensors, the overlap of `A_j` with the model interaction
contains only the parameter `x_j`. -/
theorem inner_model {A : ι → E} (orth : Pairwise fun j k => inner ℝ (A j) (A k) = 0)
    (x : ι → ℝ) (j : ι) : inner ℝ (A j) (model A x) = x j * ‖A j‖ ^ 2 := by
  unfold model
  rw [inner_sum, Finset.sum_eq_single j]
  · rw [real_inner_smul_right, real_inner_self_eq_norm_sq]
  · intro b _ hb
    have h0 : inner ℝ (A j) (A b) = 0 := orth hb.symm
    rw [real_inner_smul_right, h0, mul_zero]
  · intro h
    exact absurd (Finset.mem_univ j) h
```

The completed square comes next. Its hypothesis `hc` is the set of normal equations $c_k\|A_k\|^2=\langle A_k,V\rangle$, written without division, so this lemma doesn't need nonzero tensors. In the proof, `hV` is the cross term, `hM` the norm of the model and `hS` the completed square; `norm_sub_sq_real` expands the misfit.

```lean
/-- For pairwise orthogonal tensors and coefficients `c` that solve the normal equations,
the misfit is a constant plus a weighted sum of the squared deviations `x_k - c_k`. -/
theorem misfit_eq {A : ι → E} (orth : Pairwise fun j k => inner ℝ (A j) (A k) = 0)
    {V : E} {c : ι → ℝ} (hc : ∀ k, c k * ‖A k‖ ^ 2 = inner ℝ (A k) V) (x : ι → ℝ) :
    misfit A V x = ‖V‖ ^ 2 - ∑ k, c k ^ 2 * ‖A k‖ ^ 2
      + ∑ k, (x k - c k) ^ 2 * ‖A k‖ ^ 2 := by
  have expand : ∀ W : E, inner ℝ (model A x) W = ∑ k, x k * inner ℝ (A k) W := by
    intro W
    unfold model
    rw [sum_inner]
    exact Finset.sum_congr rfl fun k _ => real_inner_smul_left _ _ _
  -- the cross term and the norm of the model, both as single sums
  have hV : inner ℝ V (model A x) = ∑ k, x k * (c k * ‖A k‖ ^ 2) := by
    rw [real_inner_comm, expand]
    exact Finset.sum_congr rfl fun k _ => by rw [hc k]
  have hM : ‖model A x‖ ^ 2 = ∑ k, x k * (x k * ‖A k‖ ^ 2) := by
    rw [← real_inner_self_eq_norm_sq, expand]
    exact Finset.sum_congr rfl fun k _ => by rw [inner_model orth]
  -- completing the square
  have hS : ∑ k, (x k - c k) ^ 2 * ‖A k‖ ^ 2 = ∑ k, x k * (x k * ‖A k‖ ^ 2)
      - 2 * ∑ k, x k * (c k * ‖A k‖ ^ 2) + ∑ k, c k ^ 2 * ‖A k‖ ^ 2 := by
    rw [Finset.mul_sum, ← Finset.sum_sub_distrib, ← Finset.sum_add_distrib]
    exact Finset.sum_congr rfl fun k _ => by ring
  unfold misfit
  rw [norm_sub_sq_real, hV, hM, hS]
  ring
```

**Q.** "Minimizer" and "unique minimizer" are different claims. Which one do you have?

**A.** Both, in one equivalence: a parameter set `y` has a misfit no larger than that of any `x` if and only if `y = slaterFit A V`. The second half of the theorem gives the minimum value.

```lean
/-- For nonzero, pairwise orthogonal tensors, the projection coefficients are the one and only
minimizer of the misfit, and the minimum is `‖V‖² - ∑ c_k² ‖A_k‖²`. -/
theorem slaterFit_unique_minimizer {A : ι → E} (hA : ∀ k, A k ≠ 0)
    (orth : Pairwise fun j k => inner ℝ (A j) (A k) = 0) (V : E) :
    (∀ y, (∀ x, misfit A V y ≤ misfit A V x) ↔ y = slaterFit A V) ∧
    misfit A V (slaterFit A V) = ‖V‖ ^ 2 - ∑ k, slaterFit A V k ^ 2 * ‖A k‖ ^ 2 := by
  have hpos : ∀ k, 0 < ‖A k‖ ^ 2 := fun k => pow_pos (norm_pos_iff.2 (hA k)) 2
  have hc : ∀ k, slaterFit A V k * ‖A k‖ ^ 2 = inner ℝ (A k) V := fun k =>
    div_mul_cancel₀ _ (hpos k).ne'
  have e := misfit_eq orth hc
  have z : ∑ k, (slaterFit A V k - slaterFit A V k) ^ 2 * ‖A k‖ ^ 2 = 0 := by simp
  have nn : ∀ (y : ι → ℝ) (k : ι), 0 ≤ (y k - slaterFit A V k) ^ 2 * ‖A k‖ ^ 2 :=
    fun y k => mul_nonneg (sq_nonneg _) (hpos k).le
  refine ⟨fun y => ⟨fun h => ?_, fun h x => ?_⟩, ?_⟩
  · have h1 := h (slaterFit A V)
    rw [e y, e (slaterFit A V), z] at h1
    funext k
    by_contra hne
    -- a single wrong parameter already costs a positive amount
    have h2 : 0 < (y k - slaterFit A V k) ^ 2 * ‖A k‖ ^ 2 :=
      mul_pos (lt_of_le_of_ne (sq_nonneg _)
        (Ne.symm (pow_ne_zero 2 (sub_ne_zero.2 hne)))) (hpos k)
    have h3 := Finset.single_le_sum (fun i _ => nn y i) (Finset.mem_univ k)
    linarith
  · rw [h, e x, e (slaterFit A V), z]
    have h4 := Finset.sum_nonneg fun i (_ : i ∈ Finset.univ) => nn x i
    linarith
  · rw [e, z, add_zero]
```

For uniqueness, the proof compares a supposed minimizer `y` with $c$. If some $y_k\neq c_k$, that term alone is positive, and `Finset.single_le_sum` bounds it by the whole sum, which contradicts minimality. The converse needs only that the sum is nonnegative.

**Q.** Would linearly independent tensors do as well?

**A.** Not with these coefficients. In the plane take $A_1=(1,0)$, $A_2=(1,1)$ and $V=(1,1)$. The formula gives $c_1=c_2=1$, hence the model $(2,1)$ with misfit $1$, while $x=(0,1)$ reproduces $V$ exactly. The residual formula would even give $2-1-2=-1$ for a squared norm. A unique minimizer still exists here, but the normal equations that it solves are now coupled.

**Q.** Is the remainder of the best fit the non-spherical part of the interaction?

**A.** The theorem gives the squared norm of whatever the chosen $A_k$ leave out. That is the non-spherical part if the $A_k$ span all the spherical tensors allowed by the symmetries of $V$. If you omit a multipole rank, its contribution lands in the remainder too.

What does hold for any admissible choice is that an interaction already of model form is returned with its own parameters. By the overlap formula, $c_j=x_j\|A_j\|^2/\|A_j\|^2=x_j$.

```lean
/-- For nonzero, pairwise orthogonal tensors, the fit of a model interaction returns the
parameters from which it was built. -/
theorem slaterFit_model {A : ι → E} (hA : ∀ k, A k ≠ 0)
    (orth : Pairwise fun j k => inner ℝ (A j) (A k) = 0) (x : ι → ℝ) :
    slaterFit A (model A x) = x := by
  funext k
  unfold slaterFit
  rw [inner_model orth]
  exact mul_div_cancel_right₀ _ (pow_pos (norm_pos_iff.2 (hA k)) 2).ne'
```

**Q.** So far this is geometry. Where are the electrons?

**A.** In the index of the tensor. For a finite shell with orbitals `m`, the entry `((a, c), (b, d))` is $U_{ac,bd}$: the first pair belongs to electron 1, the second to electron 2. `EuclideanSpace` supplies the equal-weight inner product. The type holds all real four-index tensors, without imposing the permutation symmetries of Coulomb integrals.

```lean
variable {m κ : Type*} [Fintype m] [Fintype κ]

/-- Real four-index interaction tensors of a shell with orbitals `m`; the index
`((a, c), (b, d))` holds the orbital pair of electron 1 and that of electron 2. -/
abbrev CoulombTensor (m : Type*) := EuclideanSpace ℝ ((m × m) × (m × m))
```

An angular tensor is built from multipole matrices $t_q$, one factor per electron: $T^t_{ac,bd}=\sum_q t_q(a,c)\,t_q(b,d)$.

```lean
/-- The angular tensor `∑_q t_q(a,c) t_q(b,d)` of a set of multipole matrices `t_q`. -/
def multipoleTensor (t : κ → Matrix m m ℝ) : CoulombTensor m :=
  WithLp.toLp 2 fun p => ∑ q, t q p.1.1 p.1.2 * t q p.2.1 p.2.2
```

**Q.** Must I check orthogonality on the four-index objects?

**A.** No, the small matrices suffice. For two sets $s_q$ and $t_r$, the sum over both electrons factorises:

$$\langle T^s,T^t\rangle=\sum_{q,r}\sum_{a,c,b,d}s_q(a,c)s_q(b,d)\,t_r(a,c)t_r(b,d)=\sum_{q,r}\Big(\sum_{a,c}s_q(a,c)t_r(a,c)\Big)^2 .$$

If every matrix of one set is trace-orthogonal to every matrix of the other, each square is zero. In the proof, `e` writes out the inner product, `f` exchanges the sums and factorises, and `hu` supplies the zeros.

```lean
/-- If every matrix of one multipole set is trace-orthogonal to every matrix of another,
the two angular tensors are orthogonal. -/
theorem multipoleTensor_orthogonal {s t : κ → Matrix m m ℝ}
    (h : ∀ q r, ∑ a, ∑ c, s q a c * t r a c = 0) :
    inner ℝ (multipoleTensor s) (multipoleTensor t) = 0 := by
  have hu : ∀ q r, ∑ u : m × m, s q u.1 u.2 * t r u.1 u.2 = 0 := by
    intro q r
    rw [Fintype.sum_prod_type]
    exact h q r
  have e : inner ℝ (multipoleTensor s) (multipoleTensor t)
      = ∑ p : (m × m) × (m × m), (∑ r, t r p.1.1 p.1.2 * t r p.2.1 p.2.2)
        * ∑ q, s q p.1.1 p.1.2 * s q p.2.1 p.2.2 := by
    simp only [multipoleTensor, PiLp.inner_apply, RCLike.inner_apply, conj_trivial]
  -- the sum over both electrons factorises for each pair of components
  have f : ∑ p : (m × m) × (m × m), (∑ r, t r p.1.1 p.1.2 * t r p.2.1 p.2.2)
        * (∑ q, s q p.1.1 p.1.2 * s q p.2.1 p.2.2)
      = ∑ r, ∑ q, (∑ u : m × m, s q u.1 u.2 * t r u.1 u.2)
        * ∑ v : m × m, s q v.1 v.2 * t r v.1 v.2 := by
    simp_rw [Finset.sum_mul_sum]
    refine Finset.sum_comm.trans (Finset.sum_congr rfl fun r _ => ?_)
    refine Finset.sum_comm.trans (Finset.sum_congr rfl fun q _ => ?_)
    rw [Fintype.sum_prod_type]
    exact Finset.sum_congr rfl fun u _ => Finset.sum_congr rfl fun v _ => by ring
  rw [e, f]
  simp [hu]
```

**Q.** Does any coefficient come out as something I would recognise as the Hubbard $U$?

**A.** The monopole coefficient does, if the Hubbard parameter means the average over the shell and not the intra-orbital repulsion of the Kanamori form. For the tensor $\delta_{ac}\delta_{bd}$ and $n\ge 1$ orbitals, the overlap with $U$ keeps only $a=c$ and $b=d$, and the squared norm counts $n^2$ ones:

$$c_{\text{mono}}=\frac{1}{n^2}\sum_{a,b}U_{aa,bb}.$$

This is the average of the density-density elements over all ordered pairs, including $a=b$. So for a fixed finite shell with real orbitals, the orbital average used as a Hubbard parameter is also the monopole part of a least-squares fit, whenever the other tensors are nonzero and orthogonal to the monopole and to each other.

```lean
omit [Fintype ι] in
/-- The fitted coefficient of the monopole tensor `δ_ac δ_bd` is the average of the
density-density elements of `U` over all pairs of orbitals of a nonempty shell. -/
theorem slaterFit_monopole [DecidableEq m] {A : ι → CoulombTensor m} {k : ι}
    (hk : A k = multipoleTensor fun _ : Unit => (1 : Matrix m m ℝ)) (U : CoulombTensor m) :
    slaterFit A U k = (∑ a, ∑ b, U.ofLp ((a, a), (b, b))) / (Fintype.card m : ℝ) ^ 2 := by
  have hin : ∀ W : CoulombTensor m,
      inner ℝ (multipoleTensor fun _ : Unit => (1 : Matrix m m ℝ)) W
        = ∑ a, ∑ b, W.ofLp ((a, a), (b, b)) := by
    intro W
    simp only [multipoleTensor, PiLp.inner_apply, RCLike.inner_apply, conj_trivial,
      Fintype.sum_prod_type, Finset.univ_unique, Finset.sum_singleton]
    refine Finset.sum_congr rfl fun a _ => ?_
    rw [Finset.sum_eq_single a]
    · simp [Matrix.one_apply]
    · intro c _ hc
      simp [Matrix.one_apply, hc.symm]
    · simp
  unfold slaterFit
  rw [hk, ← real_inner_self_eq_norm_sq, hin, hin]
  congr 1
  simp [multipoleTensor, sq]
```

The hypothesis `hk` says that the tensor numbered `k` is the monopole. The formula for the coefficient needs no condition on the other tensors; its meaning as part of the best fit does. The auxiliary statement `hin` computes the overlap with any tensor `W`, and the proof uses it twice: with `U` for the numerator, and with the monopole itself for the denominator.

**Q.** My code stores $\langle ab|cd\rangle$ in the order $a,b,c,d$. Can I put that straight in?

**A.** No, and the types wouldn't warn you. In that notation electron 1 carries $a$ and $c$, so the array must be reordered to `((a, c), (b, d))`. Without the reordering, the entry `((a, a), (b, b))` would hold $\langle aa|bb\rangle$, which for $a\neq b$ is a pair-hopping element. The average would then mix intra-orbital repulsion with pair hopping, and would not be the density-density average.

**Q.** Give me one real shell in which the hypotheses are satisfied.

**A.** Take a p shell in the basis $x,y,z$. Rank 0 has the unit matrix, padded with zero matrices so that both ranks have five components. Rank 2 has five traceless symmetric matrices, belonging to $xy$, $yz$, $xz$, $x^2-y^2$ and $z^2$, each with squared norm $2$.

```lean
/-- Multipole matrices of a p shell in the basis x, y, z: the unit matrix (padded by zeros)
for rank 0, and five traceless symmetric matrices for rank 2. -/
def pMultipole : Fin 2 → Fin 5 → Matrix (Fin 3) (Fin 3) ℝ
  | 0, 0 => 1
  | 0, _ => 0
  | 1, 0 => !![0, 1, 0; 1, 0, 0; 0, 0, 0]
  | 1, 1 => !![0, 0, 0; 0, 0, 1; 0, 1, 0]
  | 1, 2 => !![0, 0, 1; 0, 0, 0; 1, 0, 0]
  | 1, 3 => !![1, 0, 0; 0, -1, 0; 0, 0, 0]
  | 1, 4 => (√3)⁻¹ • !![-1, 0, 0; 0, -1, 0; 0, 0, 2]
```

The overlap of the unit matrix with a rank 2 matrix is the trace of the latter. Four of the traces vanish at sight, and the $z^2$ matrix gives $(-1-1+2)/\sqrt3=0$. The proof runs through all pairs of components, and the closing `ring` settles this last case.

```lean
/-- The rank 0 and rank 2 multipole matrices of the p shell are trace-orthogonal. -/
theorem pMultipole_witness (q r : Fin 5) :
    ∑ a, ∑ c, pMultipole 0 q a c * pMultipole 1 r a c = 0 := by
  fin_cases q <;> fin_cases r <;>
    simp [pMultipole, Fin.sum_univ_three, Matrix.one_apply]
  -- only the component along z² leaves an identity to check
  ring
```

The factorisation then makes the two angular tensors orthogonal. Each is nonzero because one of its elements equals $1$: `((0, 0), (0, 0))` for rank 0 and `((0, 1), (0, 1))` for rank 2. The latter position holds the exchange integral between $x$ and $y$.

```lean
/-- The two angular tensors of the p shell are nonzero and orthogonal to each other. -/
theorem pShell_witness : (∀ k, multipoleTensor (pMultipole k) ≠ 0) ∧
    Pairwise fun j k =>
      inner ℝ (multipoleTensor (pMultipole j)) (multipoleTensor (pMultipole k)) = 0 := by
  have h := multipoleTensor_orthogonal pMultipole_witness
  refine ⟨Fin.forall_fin_two.2 ⟨fun h0 => ?_, fun h1 => ?_⟩, fun j k hjk => ?_⟩
  · have := congrArg (fun U : CoulombTensor (Fin 3) => U.ofLp ((0, 0), (0, 0))) h0
    simp [multipoleTensor, pMultipole, Fin.sum_univ_five] at this
  · have := congrArg (fun U : CoulombTensor (Fin 3) => U.ofLp ((0, 1), (0, 1))) h1
    simp [multipoleTensor, pMultipole, Fin.sum_univ_five] at this
  · fin_cases j <;> fin_cases k
    · exact absurd rfl hjk
    · exact h
    · exact (real_inner_comm _ _).trans h
    · exact absurd rfl hjk

end

end CoulombTensorFit
```

**Q.** So I can apply the fit to a p shell directly?

**A.** Yes. `pShell_witness` provides both hypotheses of `slaterFit_unique_minimizer`, for any real `V` on that shell. To read the rank 0 coefficient as the orbital average, you also need to observe that the padding zeros add nothing, so that the padded tensor is the monopole of `slaterFit_monopole`.

```lean
#print axioms CoulombTensorFit.slaterFit_unique_minimizer
#print axioms CoulombTensorFit.slaterFit_model
#print axioms CoulombTensorFit.slaterFit_monopole
```

```
'CoulombTensorFit.slaterFit_unique_minimizer' depends on axioms: [propext, Classical.choice, Quot.sound]
'CoulombTensorFit.slaterFit_model' depends on axioms: [propext, Classical.choice, Quot.sound]
'CoulombTensorFit.slaterFit_monopole' depends on axioms: [propext, Classical.choice, Quot.sound]
```
